# Secondary order on a tanh domain wall: quadratic stability up to drive $k$ at coupling $k(k+1)$, for $k\ge 0$

In a material with two competing orders, the primary order can suppress the secondary one. At a domain wall where the primary order passes through zero, the suppression is lifted locally. How strong must the drive towards secondary order be before it can grow there?

Let $s$ be the signed distance from the wall in units of its width, and let the primary order, in units of its bulk value, be $\tanh s$. In a simple model, a secondary order parameter $y(s)$ with unit stiffness costs, to quadratic order,

$$E[y]=\int_{-\infty}^{\infty}\left(y'^2+(g\tanh^2 s-a)\,y^2\right)ds .$$

Here $g$ is the strength of the repulsion between the orders and $a$ is the drive. Many Landau expansions write the quadratic coefficient as $+a$; here a larger $a$ favours secondary order. Set $g=k(k+1)$ with $k\ge 0$. Then $E\ge 0$ for all compactly supported $C^1$ profiles exactly when $a\le k$.

## Completing the square on the wall

Write $t=\tanh s$, so $t'=1-t^2$. The wall mode $\varphi=\cosh(s)^{-k}$ satisfies $\varphi'=-kt\varphi$. Differentiating again,

$$\varphi''=-k(1-t^2)\varphi+k^2t^2\varphi=-k\varphi+k(k+1)t^2\varphi ,$$

so $-\varphi''+k(k+1)t^2\varphi=k\varphi$.

For a general profile, $(ty^2)'=(1-t^2)y^2+2tyy'$. Expanding the square gives

$$y'^2+(k(k+1)t^2-a)y^2=(y'+kty)^2-(a-k)y^2-k(ty^2)' .$$

The last term integrates to zero for compactly supported $y$, hence

$$E[y]=\int(y'+kty)^2\,ds-(a-k)\int y^2\,ds .$$

If $a\le k$, both contributions are nonnegative. Setting $a=0$ gives $\int (y'^2+k(k+1)t^2y^2)\,ds\ge k\int y^2\,ds$.

If $a>k$, take $y=\chi\varphi$ with a cutoff $\chi$ equal to 1 on $[-1,1]$. Then $y'+kty=\chi'\varphi$. Since $0<\varphi\le1$,

$$E[y]\le\int\chi'^2\,ds-(a-k)\,m,\qquad m=\int_{-1}^{1}\varphi^2\,ds>0 .$$

Choose a smooth bump $b$ equal to 1 on $[-1,1]$ and put $\chi(s)=b(\varepsilon s)$ with $0<\varepsilon\le1$. Substitution gives $\int\chi'^2\,ds=\varepsilon\int b'^2\,ds$, so a small $\varepsilon$ makes $E[y]$ negative.

Finally, the nonnegative root of $k(k+1)=g$ is $k=(\sqrt{1+4g}-1)/2$, which is the threshold in terms of the coupling.

For $k>0$ this threshold lies below $k(k+1)$, the value at which the quadratic coefficient far from the wall changes sign. Between the two, the instability is due to the wall.

## Energy and wall mode in Lean

```lean
import Mathlib

open MeasureTheory

namespace DomainWallSecondaryOrder

noncomputable section
```

`wallEnergy g a y` is $E[y]$, with `deriv y` for the slope.

```lean
/-- Quadratic free energy of a secondary order parameter `y` on a tanh domain wall, with
coupling `g` to the squared primary order and drive `a` towards secondary order. -/
def wallEnergy (g a : ℝ) (y : ℝ → ℝ) : ℝ :=
  ∫ s, ((deriv y s) ^ 2 + (g * Real.tanh s ^ 2 - a) * y s ^ 2)
```

The exponent in `wallMode` is real, so $k$ need not be an integer.

```lean
/-- The profile `cosh(s)^(-k)` of secondary order centred on the wall. -/
def wallMode (k s : ℝ) : ℝ := Real.cosh s ^ (-k)
```

The next three results are the derivatives computed above, ending with the equation $-\varphi''+k(k+1)t^2\varphi=k\varphi$. It holds for every real $k$, but $\varphi$ is square-integrable, and so a bound state, only for $k>0$.

```lean
/-- The slope of the wall profile `tanh s` is `1 - tanh(s)^2`. -/
theorem hasDerivAt_tanh (s : ℝ) : HasDerivAt Real.tanh (1 - Real.tanh s ^ 2) s := by
  have hc : Real.cosh s ≠ 0 := (Real.cosh_pos s).ne'
  have h := (Real.hasDerivAt_sinh s).fun_div (Real.hasDerivAt_cosh s) hc
  have e : Real.tanh = fun s => Real.sinh s / Real.cosh s :=
    funext Real.tanh_eq_sinh_div_cosh
  rw [Real.tanh_eq_sinh_div_cosh s, e]
  refine h.congr_deriv ?_
  field_simp

/-- The wall mode obeys the first-order equation `y' = -k tanh(s) y`. -/
theorem hasDerivAt_wallMode (k s : ℝ) :
    HasDerivAt (wallMode k) (-k * Real.tanh s * wallMode k s) s := by
  have hc : Real.cosh s ≠ 0 := (Real.cosh_pos s).ne'
  have h := (Real.hasDerivAt_cosh s).rpow_const (p := -k) (Or.inl hc)
  refine HasDerivAt.congr_deriv h ?_
  rw [Real.rpow_sub_one hc, Real.tanh_eq_sinh_div_cosh, wallMode]
  ring

/-- The wall mode solves `-y'' + k(k+1) tanh(s)^2 y = k y`. -/
theorem wallMode_eigen (k s : ℝ) :
    -deriv (deriv (wallMode k)) s + k * (k + 1) * Real.tanh s ^ 2 * wallMode k s
      = k * wallMode k s := by
  have hd : deriv (wallMode k) = fun s => -k * Real.tanh s * wallMode k s :=
    funext fun s => (hasDerivAt_wallMode k s).deriv
  rw [hd, (((hasDerivAt_tanh s).const_mul (-k)).fun_mul (hasDerivAt_wallMode k s)).deriv]
  ring
```

## The energy identity and the lower bound

The admissible profiles are described by `ContDiff ℝ 1 y` and `HasCompactSupport y`. The following lemma supplies integrability: outside the support of $y$ both $y$ and $y'$ vanish, and so does any density built from them in the required way.

```lean
/-- A continuous density that vanishes wherever a compactly supported profile and its slope
both vanish is integrable. -/
theorem integrable_density {y F : ℝ → ℝ} (hc : HasCompactSupport y) (hF : Continuous F)
    (h : ∀ s, y s = 0 → deriv y s = 0 → F s = 0) : Integrable F := by
  refine hF.integrable_of_hasCompactSupport (HasCompactSupport.intro hc fun s hs => ?_)
  refine h s (image_eq_zero_of_notMem_tsupport hs) ?_
  by_contra hne
  exact hs (support_deriv_subset hne)
```

In the energy identity, `hpt` is the pointwise expansion, checked by `ring`, and `h0` removes the total derivative.

```lean
/-- For a compactly supported C¹ profile and coupling `k(k+1)`, the energy is the integral of
`(y' + k tanh(s) y)^2` minus `a - k` times the integral of `y^2`. -/
theorem wallEnergy_eq (k a : ℝ) {y : ℝ → ℝ} (hy : ContDiff ℝ 1 y)
    (hc : HasCompactSupport y) :
    wallEnergy (k * (k + 1)) a y
      = (∫ s, (deriv y s + k * Real.tanh s * y s) ^ 2) - (a - k) * ∫ s, y s ^ 2 := by
  have hy0 : Continuous y := hy.continuous
  have hy1 : Continuous (deriv y) := hy.continuous_deriv le_rfl
  have ht : Continuous Real.tanh :=
    continuous_iff_continuousAt.2 fun s => (hasDerivAt_tanh s).continuousAt
  have hA : Integrable fun s => (deriv y s + k * Real.tanh s * y s) ^ 2 :=
    integrable_density hc (by fun_prop) fun s h0 h1 => by simp [h0, h1]
  have hB : Integrable fun s => y s ^ 2 :=
    integrable_density hc (by fun_prop) fun s h0 _ => by simp [h0]
  have hC : Integrable fun s =>
      (1 - Real.tanh s ^ 2) * y s ^ 2 + Real.tanh s * (2 * y s * deriv y s) :=
    integrable_density hc (by fun_prop) fun s h0 _ => by simp [h0]
  have hT : Integrable fun s => Real.tanh s * y s ^ 2 :=
    integrable_density hc (by fun_prop) fun s h0 _ => by simp [h0]
  -- the total derivative of tanh * y² integrates to zero
  have h0 := integral_eq_zero_of_hasDerivAt_of_integrable (fun s => by
    have hd : HasDerivAt y (deriv y s) s := (hy.differentiable (by norm_num) s).hasDerivAt
    refine ((hasDerivAt_tanh s).fun_mul (hd.fun_pow 2)).congr_deriv ?_
    norm_num) hC hT
  have hAB : Integrable fun s =>
      (deriv y s + k * Real.tanh s * y s) ^ 2 - (a - k) * y s ^ 2 :=
    hA.sub (hB.const_mul (a - k))
  have hpt : ∀ s, (deriv y s) ^ 2 + (k * (k + 1) * Real.tanh s ^ 2 - a) * y s ^ 2
      = ((deriv y s + k * Real.tanh s * y s) ^ 2 - (a - k) * y s ^ 2)
        - k * ((1 - Real.tanh s ^ 2) * y s ^ 2
          + Real.tanh s * (2 * y s * deriv y s)) := fun s => by ring
  unfold wallEnergy
  simp only [hpt]
  rw [integral_sub hAB (hC.const_mul k), integral_sub hA (hB.const_mul (a - k)),
    integral_const_mul, integral_const_mul, h0, mul_zero, sub_zero]
```

The device behind `h0` is Mathlib's `integral_eq_zero_of_hasDerivAt_of_integrable`. It states that if $f$ has derivative $f'$ everywhere on the line and both are integrable, then $\int f'=0$. No boundary values have to be supplied: integrability of $f'$ gives $f$ limits at $\pm\infty$, and integrability of $f$ forces them to be zero. Here $f=ty^2$, and `hC` and `hT` provide the two integrability conditions.

Dropping the nonnegative square at $a=0$ yields the bound, for every real $k$. For $k<0$ it is true but weak, since the coefficient $k(k+1)t^2$ itself stays above $k$.

```lean
/-- For every compactly supported C¹ profile, the integral of `y'^2 + k(k+1) tanh(s)^2 y^2`
is at least `k` times the integral of `y^2`. -/
theorem wall_lower_bound (k : ℝ) {y : ℝ → ℝ} (hy : ContDiff ℝ 1 y)
    (hc : HasCompactSupport y) :
    k * ∫ s, y s ^ 2
      ≤ ∫ s, ((deriv y s) ^ 2 + k * (k + 1) * Real.tanh s ^ 2 * y s ^ 2) := by
  have h := wallEnergy_eq k 0 hy hc
  simp only [wallEnergy, sub_zero] at h
  have h2 : 0 ≤ ∫ s, (deriv y s + k * Real.tanh s * y s) ^ 2 :=
    integral_nonneg fun s => sq_nonneg _
  rw [h]
  linarith
```

In quantum mechanics, in units where $\hbar^2$ equals twice the particle's mass, this says that a single particle on a line in the potential $k(k+1)\tanh^2 s$ has mean energy at least $k$ in any normalised, compactly supported $C^1$ state with a real wavefunction. For a complex wavefunction, the same bound follows by applying the theorem to the real and imaginary parts and adding.

## Trial profiles above the threshold

`exists_cutoff` carries out the stretching, with $\varepsilon$ chosen as a minimum so that it is at most 1 and the gradient energy falls below $\delta$.

```lean
/-- There are compactly supported C¹ cutoffs equal to one on `[-1, 1]` whose gradient energy
is below any prescribed positive value. -/
theorem exists_cutoff {δ : ℝ} (hδ : 0 < δ) :
    ∃ χ : ℝ → ℝ, ContDiff ℝ 1 χ ∧ HasCompactSupport χ ∧ (∀ s, |s| ≤ 1 → χ s = 1) ∧
      ∫ s, (deriv χ s) ^ 2 < δ := by
  obtain ⟨b, hb, hbc, hb1⟩ : ∃ b : ℝ → ℝ, ContDiff ℝ 1 b ∧ HasCompactSupport b ∧
      ∀ s, |s| ≤ 1 → b s = 1 := by
    let β : ContDiffBump (0 : ℝ) := ⟨1, 2, one_pos, one_lt_two⟩
    refine ⟨β, β.contDiff, β.hasCompactSupport, fun s hs => β.one_of_mem_closedBall ?_⟩
    rw [Metric.mem_closedBall, Real.dist_eq, sub_zero]
    exact hs
  obtain ⟨D, hD⟩ : ∃ D : ℝ, D = ∫ s, (deriv b s) ^ 2 := ⟨_, rfl⟩
  have hD0 : 0 ≤ D := hD ▸ integral_nonneg fun s => sq_nonneg _
  have hD1 : 0 < D + 1 := by linarith
  obtain ⟨ε, hε0, hε1, hεD⟩ : ∃ ε : ℝ, 0 < ε ∧ ε ≤ 1 ∧ ε * D < δ := by
    have hq : 0 < δ / (D + 1) := div_pos hδ hD1
    refine ⟨min 1 (δ / (D + 1)), lt_min one_pos hq, min_le_left _ _, ?_⟩
    calc min 1 (δ / (D + 1)) * D ≤ δ / (D + 1) * D :=
          mul_le_mul_of_nonneg_right (min_le_right _ _) hD0
      _ < δ / (D + 1) * (D + 1) := by linarith
      _ = δ := div_mul_cancel₀ _ hD1.ne'
  -- stretch the bump by the factor 1/ε
  have hd : ∀ s, deriv (fun s => b (ε * s)) s = ε * deriv b (ε * s) := fun s => by
    have h := (hb.differentiable (by norm_num) (ε * s)).hasDerivAt.comp s
      ((hasDerivAt_id s).const_mul ε)
    exact h.deriv.trans (by ring)
  refine ⟨fun s => b (ε * s), hb.comp (contDiff_const.mul contDiff_id),
    hbc.comp_homeomorph (Homeomorph.mulLeft₀ ε hε0.ne'), fun s hs => hb1 _ ?_, ?_⟩
  · rw [abs_mul, abs_of_pos hε0]
    exact mul_le_one₀ hε1 (abs_nonneg _) hs
  · simp only [hd, mul_pow]
    rw [integral_const_mul, Measure.integral_comp_mul_left (fun s => (deriv b s) ^ 2) ε,
      abs_of_pos (inv_pos.2 hε0), smul_eq_mul, ← hD]
    have he : ε ^ 2 * (ε⁻¹ * D) = ε * D := by field_simp
    rw [he]
    exact hεD
```

In `exists_unstable`, `hd` reduces $y'+kty$ to $\chi'\varphi$, `hup` bounds the integral of its square by $\int\chi'^2$, and `hlow` bounds $\int y^2$ below by $m$. The assumption $k\ge0$ enters through $\varphi\le1$.

```lean
/-- If `k ≥ 0` and the drive `a` exceeds `k`, some compactly supported C¹ profile of secondary
order has negative energy at coupling `k(k+1)`. -/
theorem exists_unstable {k a : ℝ} (hk : 0 ≤ k) (ha : k < a) :
    ∃ y : ℝ → ℝ, ContDiff ℝ 1 y ∧ HasCompactSupport y ∧
      wallEnergy (k * (k + 1)) a y < 0 := by
  have hφ : ContDiff ℝ 1 (wallMode k) :=
    Real.contDiff_cosh.rpow_const_of_ne fun s => (Real.cosh_pos s).ne'
  have hφ0 : ∀ s, 0 < wallMode k s := fun s => Real.rpow_pos_of_pos (Real.cosh_pos s) _
  have hφ1 : ∀ s, wallMode k s ≤ 1 := fun s =>
    Real.rpow_le_one_of_one_le_of_nonpos (Real.one_le_cosh s) (by linarith)
  have hm : 0 < ∫ s in (-1 : ℝ)..1, wallMode k s ^ 2 :=
    intervalIntegral.intervalIntegral_pos_of_pos
      ((hφ.continuous.pow 2).intervalIntegrable _ _) (fun s => pow_pos (hφ0 s) 2) (by norm_num)
  obtain ⟨χ, hχ, hχc, hχ1, hχE⟩ := exists_cutoff (mul_pos (sub_pos.2 ha) hm)
  have hχ' : Continuous (deriv χ) := hχ.continuous_deriv le_rfl
  have hy : ContDiff ℝ 1 fun s => χ s * wallMode k s := hχ.mul hφ
  have hyc : HasCompactSupport fun s => χ s * wallMode k s := hχc.mul_right
  refine ⟨fun s => χ s * wallMode k s, hy, hyc, ?_⟩
  -- on the trial profile only the gradient of the cutoff survives in the square
  have hd : ∀ s, deriv (fun s => χ s * wallMode k s) s
      + k * Real.tanh s * (χ s * wallMode k s) = deriv χ s * wallMode k s := fun s => by
    rw [((hχ.differentiable (by norm_num) s).hasDerivAt.fun_mul
      (hasDerivAt_wallMode k s)).deriv]
    ring
  rw [wallEnergy_eq k a hy hyc]
  simp only [hd]
  have hup : ∫ s, (deriv χ s * wallMode k s) ^ 2 ≤ ∫ s, (deriv χ s) ^ 2 := by
    refine integral_mono
      (integrable_density hχc ((hχ'.mul hφ.continuous).pow 2) fun s _ h1 => by simp [h1])
      (integrable_density hχc (hχ'.pow 2) fun s _ h1 => by simp [h1]) fun s => ?_
    show (deriv χ s * wallMode k s) ^ 2 ≤ (deriv χ s) ^ 2
    rw [mul_pow]
    exact mul_le_of_le_one_right (sq_nonneg _) (pow_le_one₀ (hφ0 s).le (hφ1 s))
  have hlow : ∫ s in (-1 : ℝ)..1, wallMode k s ^ 2 ≤ ∫ s, (χ s * wallMode k s) ^ 2 := by
    rw [intervalIntegral.integral_of_le (by norm_num)]
    calc ∫ s in Set.Ioc (-1 : ℝ) 1, wallMode k s ^ 2
        = ∫ s in Set.Ioc (-1 : ℝ) 1, (χ s * wallMode k s) ^ 2 :=
          setIntegral_congr_fun measurableSet_Ioc fun s hs => by
            simp only [hχ1 s (abs_le.2 ⟨hs.1.le, hs.2⟩), one_mul]
      _ ≤ ∫ s, (χ s * wallMode k s) ^ 2 :=
          setIntegral_le_integral
            (integrable_density hχc ((hχ.continuous.mul hφ.continuous).pow 2)
              fun s h0 _ => by simp [h0])
            (Filter.Eventually.of_forall fun s => sq_nonneg _)
  have := mul_le_mul_of_nonneg_left hlow (sub_pos.2 ha).le
  linarith
```

## The stability criterion

The two directions combine into an equivalence, first in $k$ and then in $g$.

```lean
/-- For `k ≥ 0` and coupling `k(k+1)`, the energy is nonnegative on all compactly supported C¹
profiles of secondary order exactly when the drive `a` is at most `k`. -/
theorem wall_stable_iff {k a : ℝ} (hk : 0 ≤ k) :
    (∀ y : ℝ → ℝ, ContDiff ℝ 1 y → HasCompactSupport y →
      0 ≤ wallEnergy (k * (k + 1)) a y) ↔ a ≤ k := by
  constructor
  · intro h
    by_contra hlt
    obtain ⟨y, hy, hc, hneg⟩ := exists_unstable hk (not_le.1 hlt)
    exact absurd (h y hy hc) (not_le.2 hneg)
  · intro ha y hy hc
    rw [wallEnergy_eq k a hy hc]
    have h1 : 0 ≤ ∫ s, (deriv y s + k * Real.tanh s * y s) ^ 2 :=
      integral_nonneg fun s => sq_nonneg _
    have h2 : 0 ≤ ∫ s, y s ^ 2 := integral_nonneg fun s => sq_nonneg _
    have h3 := mul_nonneg (sub_nonneg.2 ha) h2
    linarith

/-- For coupling `g ≥ 0`, the energy is nonnegative on all compactly supported C¹ profiles
exactly when the drive `a` is at most `(√(1 + 4g) - 1)/2`. -/
theorem wall_stable_iff_coupling {g a : ℝ} (hg : 0 ≤ g) :
    (∀ y : ℝ → ℝ, ContDiff ℝ 1 y → HasCompactSupport y → 0 ≤ wallEnergy g a y) ↔
      a ≤ (Real.sqrt (1 + 4 * g) - 1) / 2 := by
  have h1 := Real.sqrt_le_sqrt (show (1 : ℝ) ≤ 1 + 4 * g by linarith)
  rw [Real.sqrt_one] at h1
  have h2 := Real.sq_sqrt (show (0 : ℝ) ≤ 1 + 4 * g by linarith)
  have hk : 0 ≤ (Real.sqrt (1 + 4 * g) - 1) / 2 := by linarith
  -- this k is the nonnegative root of k(k+1) = g
  have hkk : (Real.sqrt (1 + 4 * g) - 1) / 2 * ((Real.sqrt (1 + 4 * g) - 1) / 2 + 1) = g := by
    linear_combination h2 / 4
  have h := wall_stable_iff (a := a) hk
  rwa [hkk] at h

end

end DomainWallSecondaryOrder
```

```lean
#print axioms DomainWallSecondaryOrder.wallMode_eigen
#print axioms DomainWallSecondaryOrder.wall_lower_bound
#print axioms DomainWallSecondaryOrder.wall_stable_iff_coupling
```

```
'DomainWallSecondaryOrder.wallMode_eigen' depends on axioms: [propext, Classical.choice, Quot.sound]
'DomainWallSecondaryOrder.wall_lower_bound' depends on axioms: [propext, Classical.choice, Quot.sound]
'DomainWallSecondaryOrder.wall_stable_iff_coupling' depends on axioms: [propext, Classical.choice, Quot.sound]
```

Applying the criterion to a real wall means approximating the full coupled free energy by its quadratic part around a fixed tanh profile that varies in one direction only. It also assumes that this part has the form of $E$, with constant stiffness and a coupling through the squared primary order, and that no term linear in the secondary order is present. The amplitude that secondary order reaches above the threshold depends on the higher-order terms left out here.
